# In the conjugate residual method for a symmetric positive definite operator, residuals are $A$-conjugate and the vectors $Ap_i$ are orthogonal

Let $A$ be a real symmetric positive definite operator and $\langle x,y\rangle$ the real inner product. The conjugate residual method starts from a residual $r_0$ with search direction $p_0=r_0$ and iterates

$$r_{k+1}=r_k-a_kAp_k,\qquad p_{k+1}=r_{k+1}+c_kp_k,$$

$$a_k=\frac{\langle r_k,Ar_k\rangle}{\langle Ap_k,Ap_k\rangle},\qquad c_k=\frac{\langle r_{k+1},Ar_{k+1}\rangle}{\langle r_k,Ar_k\rangle}.$$

I know the claim that, while the residuals are nonzero, $\langle r_i,Ar_j\rangle=0$ and $\langle Ap_i,Ap_j\rangle=0$ for all $i\neq j$. Each step only involves its neighbour, so I would like to see exactly how orthogonality to all the earlier vectors comes about. Can the argument be made rigorous and checked by machine, including what happens once a residual reaches zero?

## Two orthogonality relations from one induction

Yes. It helps to write the coefficient formulas without division:

$$a_k\langle Ap_k,Ap_k\rangle=\langle r_k,Ar_k\rangle,\qquad c_k\langle r_k,Ar_k\rangle=\langle r_{k+1},Ar_{k+1}\rangle.$$

**Zero and nonzero residuals.** If $r_k=0$, then $p_k=0$. This is clear for $k=0$. If $r_{k+1}=0$, the second formula gives $c_k\langle r_k,Ar_k\rangle=0$. Either $c_k=0$, or $r_k=0$ and hence $p_k=0$ by induction; in both cases $p_{k+1}=r_{k+1}+c_kp_k=0$. If instead $r_k\neq0$, the right side of the first formula is positive, so $Ap_k\neq0$, $a_k>0$, and the two formulas give back the quotients. That such a number $a_k$ exists follows from item 1 below: $\langle r_k,Ap_k\rangle=\langle r_k,Ar_k\rangle>0$ forces $Ap_k\neq0$.

**The induction.** Suppose that $\langle r_k,Ap_i\rangle=0$ and $\langle Ap_k,Ap_i\rangle=0$ for all $i<k$. For $k=0$ there is nothing to check.

1. We have $\langle r_k,Ap_k\rangle=\langle r_k,Ar_k\rangle$. For $k=0$ this is $p_0=r_0$; for $k\ge1$, insert $p_k=r_k+c_{k-1}p_{k-1}$ and use the hypothesis.
2. For $i\le k$, $\langle r_{k+1},Ap_i\rangle=\langle r_k,Ap_i\rangle-a_k\langle Ap_k,Ap_i\rangle$. Both terms vanish for $i<k$. For $i=k$ they cancel, by item 1 and the formula for $a_k$.
3. Since $r_0=p_0$ and $r_i=p_i-c_{i-1}p_{i-1}$ for $i\ge1$, item 2 gives $\langle r_{k+1},Ar_i\rangle=0$ for $i\le k$.
4. It remains to treat $\langle Ap_{k+1},Ap_i\rangle=\langle Ar_{k+1},Ap_i\rangle+c_k\langle Ap_k,Ap_i\rangle$ for $i\le k$. If $r_i=0$, then $p_i=0$ and we are done. Otherwise $a_i>0$, and $a_iAp_i=r_i-r_{i+1}$ together with the symmetry of $A$ gives

$$a_i\langle Ar_{k+1},Ap_i\rangle=\langle r_{k+1},Ar_i\rangle-\langle r_{k+1},Ar_{i+1}\rangle.$$

For $i<k$ both terms on the right vanish by item 3, and $\langle Ap_k,Ap_i\rangle=0$ by hypothesis. For $i=k$,

$$a_k\langle Ap_{k+1},Ap_k\rangle=-\langle r_{k+1},Ar_{k+1}\rangle+c_ka_k\langle Ap_k,Ap_k\rangle=-\langle r_{k+1},Ar_{k+1}\rangle+c_k\langle r_k,Ar_k\rangle=0.$$

This closes the induction. Item 3 gives the conjugacy of the residuals, and symmetry covers the other order of the indices.

**Minimal residual and termination.** Summing the residual recurrence gives $r_k=r_0-Az_k$ with $z_k=\sum_{i<k}a_ip_i$. For any $y$ in the span of $p_0,\dots,p_{k-1}$, we have $r_0-Ay=r_k+A(z_k-y)$, and the two terms are orthogonal. Hence $\|r_0-Ay\|^2=\|r_k\|^2+\|A(z_k-y)\|^2\ge\|r_k\|^2$.

In dimension $n$, suppose $r_n\neq0$. A zero residual stays zero, so $r_0,\dots,r_n$ are all nonzero. Then $Ap_0,\dots,Ap_n$ are $n+1$ nonzero orthogonal vectors, which is impossible. So $r_n=0$.

## A two-dimensional run

Take $A=\mathrm{diag}(1,2)$ and $r_0=p_0=(1,1)$. Then $Ap_0=(1,2)$, $a_0=3/5$ and $r_1=(2/5,-1/5)$. With $Ar_1=(2/5,-2/5)$ we get $\langle r_0,Ar_1\rangle=0$, $\langle r_1,Ar_1\rangle=6/25$ and $c_0=2/25$.

The next direction is $p_1=(12/25,-3/25)$, with $Ap_1=(12/25,-6/25)$, so $\langle Ap_0,Ap_1\rangle=12/25-12/25=0$. Finally $a_1=(6/25)/(36/125)=5/6$ and $r_2=(0,0)$, after two steps in two dimensions.

## The Lean file

```lean
import Mathlib

open scoped InnerProductSpace

namespace ConjugateResidual

variable {V : Type*} [NormedAddCommGroup V] [InnerProductSpace ℝ V]

/-- A real linear operator that is symmetric and positive definite. -/
structure IsSPD (A : V →ₗ[ℝ] V) : Prop where
  symm : ∀ x y, ⟪A x, y⟫_ℝ = ⟪x, A y⟫_ℝ
  pos : ∀ x, x ≠ 0 → 0 < ⟪x, A x⟫_ℝ

/-- Residuals `r`, directions `p` and coefficients `a`, `c` obeying the conjugate residual
recurrences, with the formulas for the coefficients cleared of denominators. -/
structure IsRun (A : V →ₗ[ℝ] V) (r p : ℕ → V) (a c : ℕ → ℝ) : Prop where
  start : p 0 = r 0
  residual : ∀ k, r (k + 1) = r k - a k • A (p k)
  direction : ∀ k, p (k + 1) = r (k + 1) + c k • p k
  step_a : ∀ k, a k * ⟪A (p k), A (p k)⟫_ℝ = ⟪r k, A (r k)⟫_ℝ
  step_c : ∀ k, c k * ⟪r k, A (r k)⟫_ℝ = ⟪r (k + 1), A (r (k + 1))⟫_ℝ

variable {A : V →ₗ[ℝ] V} {r p : ℕ → V} {a c : ℕ → ℝ}

/-- When the residual vanishes, so does the search direction of the same step. -/
theorem direction_eq_zero (hA : IsSPD A) (h : IsRun A r p a c) (k : ℕ) (hr : r k = 0) :
    p k = 0 := by
  induction k with
  | zero => exact h.start.trans hr
  | succ k ih =>
    have hc := h.step_c k
    simp only [hr, map_zero, inner_zero_right] at hc
    rcases mul_eq_zero.mp hc with h0 | h0
    · rw [h.direction k, hr, h0, zero_smul, add_zero]
    · have hk : r k = 0 := by
        by_contra hne
        exact (hA.pos _ hne).ne' h0
      rw [h.direction k, hr, ih hk, smul_zero, add_zero]

/-- While the residual is nonzero, the step length is positive and both coefficients are
the usual quotients. -/
theorem coefficients (hA : IsSPD A) (h : IsRun A r p a c) (k : ℕ) (hr : r k ≠ 0) :
    0 < a k ∧ a k = ⟪r k, A (r k)⟫_ℝ / ⟪A (p k), A (p k)⟫_ℝ ∧
      c k = ⟪r (k + 1), A (r (k + 1))⟫_ℝ / ⟪r k, A (r k)⟫_ℝ := by
  have hp := hA.pos _ hr
  have hs := h.step_a k
  have hq : ⟪A (p k), A (p k)⟫_ℝ ≠ 0 := by
    intro h0
    rw [h0, mul_zero] at hs
    linarith
  have hq' : 0 < ⟪A (p k), A (p k)⟫_ℝ := lt_of_le_of_ne real_inner_self_nonneg hq.symm
  have e := (eq_div_iff hq).mpr hs
  refine ⟨?_, e, (eq_div_iff hp.ne').mpr (h.step_c k)⟩
  rw [e]
  exact div_pos hp hq'

/-- A vector orthogonal to the images `A p_i` of the first `k` directions is orthogonal to
the images `A r_i` of the first `k` residuals. -/
theorem orthogonal_residuals (h : IsRun A r p a c) (x : V) (k : ℕ)
    (hx : ∀ i < k, ⟪x, A (p i)⟫_ℝ = 0) : ∀ i < k, ⟪x, A (r i)⟫_ℝ = 0 := by
  intro i hi
  cases i with
  | zero => rw [← h.start]; exact hx 0 hi
  | succ m =>
    have e : r (m + 1) = p (m + 1) - c m • p m := eq_sub_of_add_eq (h.direction m).symm
    rw [e, map_sub, map_smul, inner_sub_right, real_inner_smul_right, hx _ hi,
      hx m (by omega), mul_zero, sub_zero]

/-- Each residual `r_k`, and each image `A p_k`, is orthogonal to the images `A p_i` of all
earlier directions. -/
theorem orthogonal_earlier (hA : IsSPD A) (h : IsRun A r p a c) (k : ℕ) :
    ∀ i < k, ⟪r k, A (p i)⟫_ℝ = 0 ∧ ⟪A (p k), A (p i)⟫_ℝ = 0 := by
  induction k with
  | zero => intro i hi; omega
  | succ k ih =>
    have hrp : ⟪r k, A (p k)⟫_ℝ = ⟪r k, A (r k)⟫_ℝ := by
      cases k with
      | zero => rw [h.start]
      | succ m =>
        rw [h.direction m, map_add, map_smul, inner_add_right, real_inner_smul_right,
          (ih m (by omega)).1, mul_zero, add_zero]
    -- the step length removes the component along the newest image
    have hres : ∀ i < k + 1, ⟪r (k + 1), A (p i)⟫_ℝ = 0 := by
      intro i hi
      rw [h.residual k, inner_sub_left, real_inner_smul_left]
      rcases (by omega : i < k ∨ i = k) with hlt | heq
      · rw [(ih i hlt).1, (ih i hlt).2, mul_zero, sub_zero]
      · rw [heq, hrp]
        linarith [h.step_a k]
    have hrr := orthogonal_residuals h (r (k + 1)) (k + 1) hres
    intro i hi
    refine ⟨hres i hi, ?_⟩
    by_cases h0 : r i = 0
    · rw [direction_eq_zero hA h i h0, map_zero, inner_zero_right]
    · apply mul_left_cancel₀ (coefficients hA h i h0).1.ne'
      -- express `A p_i` as a difference of successive residuals
      have e1 : a i * ⟪A (r (k + 1)), A (p i)⟫_ℝ
          = ⟪r (k + 1), A (r i)⟫_ℝ - ⟪r (k + 1), A (r (i + 1))⟫_ℝ := by
        rw [h.residual i, map_sub, map_smul, inner_sub_right, real_inner_smul_right, hA.symm]
        ring
      have e2 : ⟪A (p (k + 1)), A (p i)⟫_ℝ
          = ⟪A (r (k + 1)), A (p i)⟫_ℝ + c k * ⟪A (p k), A (p i)⟫_ℝ := by
        rw [h.direction k, map_add, map_smul, inner_add_left, real_inner_smul_left]
      rcases (by omega : i < k ∨ i = k) with hlt | heq
      · rw [e2, (ih i hlt).2, mul_add, e1, hrr i hi, hrr (i + 1) (by omega)]
        ring
      · rw [heq] at e1 e2 ⊢
        rw [e2]
        linear_combination e1 + hrr k (by omega) + c k * h.step_a k + h.step_c k

/-- In the conjugate residual method distinct residuals are `A`-conjugate, and the images
under `A` of distinct search directions are orthogonal. -/
theorem conjugate_residual_orthogonality (hA : IsSPD A) (h : IsRun A r p a c)
    {i j : ℕ} (hij : i ≠ j) :
    ⟪r i, A (r j)⟫_ℝ = 0 ∧ ⟪A (p i), A (p j)⟫_ℝ = 0 := by
  have key : ∀ m n, n < m → ⟪r m, A (r n)⟫_ℝ = 0 := fun m =>
    orthogonal_residuals h (r m) m (fun l hl => (orthogonal_earlier hA h m l hl).1)
  rcases lt_or_gt_of_ne hij with hlt | hgt
  · constructor
    · rw [← hA.symm, real_inner_comm]
      exact key j i hlt
    · rw [real_inner_comm]
      exact (orthogonal_earlier hA h j i hlt).2
  · exact ⟨key i j hgt, (orthogonal_earlier hA h i j hgt).2⟩

/-- The residual `r_k` belongs to the correction `∑ a_i p_i`, and no correction `y` in the
span of the first `k` directions gives a residual of smaller norm. -/
theorem residual_minimal (hA : IsSPD A) (h : IsRun A r p a c) (k : ℕ) :
    r k = r 0 - A (∑ i ∈ Finset.range k, a i • p i) ∧
      ∀ y ∈ Submodule.span ℝ (p '' {i | i < k}), ‖r k‖ ≤ ‖r 0 - A y‖ := by
  have hsum : ∀ n, r n = r 0 - A (∑ i ∈ Finset.range n, a i • p i) := by
    intro n
    induction n with
    | zero => simp
    | succ n ih =>
      rw [Finset.sum_range_succ, map_add, map_smul, ← sub_sub, ← ih]
      exact h.residual n
  refine ⟨hsum k, fun y hy => ?_⟩
  have horth : ∀ w ∈ Submodule.span ℝ (p '' {i | i < k}), ⟪r k, A w⟫_ℝ = 0 := by
    intro w hw
    induction hw using Submodule.span_induction with
    | mem x hx =>
      obtain ⟨i, hi, rfl⟩ := hx
      exact (orthogonal_earlier hA h k i hi).1
    | zero => rw [map_zero, inner_zero_right]
    | add x y _ _ hx hy => rw [map_add, inner_add_right, hx, hy, add_zero]
    | smul t x _ hx => rw [map_smul, real_inner_smul_right, hx, mul_zero]
  have hz : ∑ i ∈ Finset.range k, a i • p i ∈ Submodule.span ℝ (p '' {i | i < k}) :=
    Submodule.sum_mem _ fun i hi => Submodule.smul_mem _ _
      (Submodule.subset_span ⟨i, Finset.mem_range.mp hi, rfl⟩)
  -- Pythagoras for the difference of the two corrections
  have ho := horth _ (Submodule.sub_mem _ hz hy)
  have e : r 0 - A y = r k + A (∑ i ∈ Finset.range k, a i • p i - y) := by
    rw [hsum k, map_sub]
    abel
  have hn := norm_add_sq_real (r k) (A (∑ i ∈ Finset.range k, a i • p i - y))
  rw [ho, ← e] at hn
  by_contra hlt
  have hlt' := lt_of_not_ge hlt
  nlinarith [norm_nonneg (r 0 - A y), norm_nonneg (r k),
    sq_nonneg ‖A (∑ i ∈ Finset.range k, a i • p i - y)‖]

/-- In a space of dimension `n` the residual `r_n` is zero. -/
theorem finite_termination [FiniteDimensional ℝ V] (hA : IsSPD A) (h : IsRun A r p a c) :
    r (Module.finrank ℝ V) = 0 := by
  by_contra hn
  have stay : ∀ i d, r i = 0 → r (i + d) = 0 := by
    intro i d hi
    induction d with
    | zero => exact hi
    | succ d ih =>
      have e := h.residual (i + d)
      rw [ih, direction_eq_zero hA h _ ih, map_zero, smul_zero, sub_zero] at e
      exact e
  -- otherwise there are `n + 1` nonzero, mutually orthogonal vectors
  have hne : ∀ i : Fin (Module.finrank ℝ V + 1), A (p i) ≠ 0 := by
    intro i h0
    have hi : r i ≠ 0 := by
      intro hi
      apply hn
      have e := stay i (Module.finrank ℝ V - i) hi
      rwa [Nat.add_sub_cancel' (Nat.lt_succ_iff.mp i.isLt)] at e
    have hs := h.step_a i
    rw [h0, inner_zero_right, mul_zero] at hs
    exact (hA.pos _ hi).ne hs
  have hli : LinearIndependent ℝ (fun i : Fin (Module.finrank ℝ V + 1) => A (p i)) :=
    linearIndependent_of_ne_zero_of_inner_eq_zero hne fun i j hij =>
      (conjugate_residual_orthogonality hA h (fun e => hij (Fin.ext e))).2
  have hcard := hli.fintype_card_le_finrank
  rw [Fintype.card_fin] at hcard
  omega

/-- The step length computed from a residual and a direction. -/
noncomputable def stepLength (A : V →ₗ[ℝ] V) (s : V × V) : ℝ :=
  ⟪s.1, A s.1⟫_ℝ / ⟪A s.2, A s.2⟫_ℝ

/-- The residual after one step. -/
noncomputable def nextResidual (A : V →ₗ[ℝ] V) (s : V × V) : V :=
  s.1 - stepLength A s • A s.2

/-- The coefficient that mixes the old direction into the new one. -/
noncomputable def mixing (A : V →ₗ[ℝ] V) (s : V × V) : ℝ :=
  ⟪nextResidual A s, A (nextResidual A s)⟫_ℝ / ⟪s.1, A s.1⟫_ℝ

/-- The pair (residual, direction) after `k` steps from the initial residual `b`. -/
noncomputable def state (A : V →ₗ[ℝ] V) (b : V) : ℕ → V × V
  | 0 => (b, b)
  | k + 1 => (nextResidual A (state A b k),
      nextResidual A (state A b k) + mixing A (state A b k) • (state A b k).2)

/-- For every symmetric positive definite `A` and every initial residual, the explicit
recursion with quotients satisfies the conjugate residual relations. -/
theorem isRun_witness (hA : IsSPD A) (b : V) :
    IsRun A (fun k => (state A b k).1) (fun k => (state A b k).2)
      (fun k => stepLength A (state A b k)) (fun k => mixing A (state A b k)) := by
  have exact_step : ∀ s : V × V, ⟪s.1, A s.2⟫_ℝ = ⟪s.1, A s.1⟫_ℝ →
      stepLength A s * ⟪A s.2, A s.2⟫_ℝ = ⟪s.1, A s.1⟫_ℝ := by
    intro s hs
    by_cases h0 : A s.2 = 0
    · rw [← hs, h0, inner_zero_right, inner_zero_right, mul_zero]
    · exact div_mul_cancel₀ _ (fun e => h0 (inner_self_eq_zero.mp e))
  -- `A p_k` and `A r_k` have the same inner product with `r_k`
  have inv : ∀ k, ⟪(state A b k).1, A (state A b k).2⟫_ℝ
      = ⟪(state A b k).1, A (state A b k).1⟫_ℝ := by
    intro k
    induction k with
    | zero => rfl
    | succ k ih =>
      have hz : ⟪nextResidual A (state A b k), A (state A b k).2⟫_ℝ = 0 := by
        rw [nextResidual, inner_sub_left, real_inner_smul_left, exact_step _ ih, ih, sub_self]
      simp only [state]
      rw [map_add, map_smul, inner_add_right, real_inner_smul_right, hz, mul_zero, add_zero]
  refine ⟨rfl, fun k => rfl, fun k => rfl, fun k => exact_step _ (inv k), fun k => ?_⟩
  change mixing A (state A b k) * ⟪(state A b k).1, A (state A b k).1⟫_ℝ
    = ⟪nextResidual A (state A b k), A (nextResidual A (state A b k))⟫_ℝ
  by_cases h0 : (state A b k).1 = 0
  · have hn : nextResidual A (state A b k) = 0 := by
      rw [nextResidual, stepLength, h0, inner_zero_left, zero_div, zero_smul, sub_zero]
    rw [hn, h0, inner_zero_left, mul_zero]
  · exact div_mul_cancel₀ _ (hA.pos _ h0).ne'

end ConjugateResidual
```

```lean
#print axioms ConjugateResidual.conjugate_residual_orthogonality
#print axioms ConjugateResidual.residual_minimal
#print axioms ConjugateResidual.finite_termination
```

```
'ConjugateResidual.conjugate_residual_orthogonality' depends on axioms: [propext, Classical.choice, Quot.sound]
'ConjugateResidual.residual_minimal' depends on axioms: [propext, Classical.choice, Quot.sound]
'ConjugateResidual.finite_termination' depends on axioms: [propext, Classical.choice, Quot.sound]
```

## What the theorems say about the method

`V` is a real inner product space of any dimension, and `A : V →ₗ[ℝ] V` is a linear operator defined on all of it. `IsSPD A` contains symmetry and $\langle x,Ax\rangle>0$ for $x\neq0$. In finite dimension this is the usual positive definite matrix in an orthonormal basis.

`IsRun A r p a c` says that the sequences obey the recurrences and the division-free coefficient formulas. `coefficients` recovers the usual quotients whenever `r k ≠ 0`. The main theorem, `conjugate_residual_orthogonality`, then gives both relations for every `i ≠ j`. It needs no assumption that residuals are nonzero, because after convergence the residuals and directions vanish.

For a linear system $Ax=f$ with initial guess $x_0$, the starting residual is $r_0=f-Ax_0$. The file does not store the iterates; `residual_minimal` supplies the accumulated correction $z_k$ and its minimality. `finite_termination` assumes finite dimension, and no convergence rate is proved. Complex Hermitian operators, indefinite operators, preconditioning and rounding errors are not covered.

In electronic structure, static linear-response equations with a real symmetric positive definite Hessian have this form, and the theorems describe their solution by this method in exact arithmetic.

## How the proof follows the calculation

`direction_eq_zero` and `coefficients` handle zero and nonzero residuals. `orthogonal_residuals` is item 3, stated for an arbitrary vector `x`: orthogonality to the first `k` vectors `A (p i)` implies orthogonality to the first `k` vectors `A (r i)`.

`orthogonal_earlier` is the induction. Its `hrp` is item 1, `hres` is item 2, and `hrr` applies the previous lemma. In item 4, `mul_left_cancel₀` removes the nonzero factor `a i`, `e1` expresses $Ap_i$ through successive residuals, and `e2` expands the new direction. For `i = k`, `linear_combination` adds up `e1`, the orthogonality from `hrr` and the two coefficient formulas, which is the cancellation displayed above. In the main theorem, `key` applies `orthogonal_residuals` to the result of this induction to get the conjugacy of the residuals; the rest orders the two indices and uses symmetry.

In `residual_minimal`, `hsum` sums the recurrence, `horth` extends orthogonality from the directions to their span, and `norm_add_sq_real` supplies Pythagoras. In `finite_termination`, `stay` keeps a zero residual at zero, and `hli` turns nonzero orthogonal vectors into linearly independent ones, too many for the dimension.

The definitions from `stepLength` to `state` implement the recursion with actual quotients. `isRun_witness` proves that it satisfies `IsRun` for every symmetric positive definite `A` and every initial residual `b`. Its invariant `inv` is item 1 again; it ensures that the formula for $a_k$ also holds when $Ap_k=0$, where Lean's division by zero returns zero.

## The same induction for conjugate gradients

Replace the coefficients by $a_k=\langle r_k,r_k\rangle/\langle p_k,Ap_k\rangle$ and $c_k=\langle r_{k+1},r_{k+1}\rangle/\langle r_k,r_k\rangle$, keeping the recurrences. The same steps, with one factor of $A$ fewer in each inner product, give $\langle r_i,r_j\rangle=0$ and $\langle p_i,Ap_j\rangle=0$ for $i\neq j$. Conversely, the conjugate residual method is the conjugate gradient method written in the inner product $\langle x,Ay\rangle$. The file treats only the conjugate residual version.
